# Electron–hole attraction turns the forbidden $E^{3/2}$ onset into a step in Elliott's continuum formula

When the band-edge transition of a semiconductor is dipole-forbidden, how does the attraction between electron and hole change the absorption just above the gap? The choice made here is to take the absorption as an explicit function of energy, Elliott's formula for this case, and not to derive it from a two-particle Hamiltonian.

Let $E>0$ be the photon energy above the gap and $R>0$ the exciton Rydberg, the binding energy of the hydrogen-like 1s exciton. (The first line of the dipole-forbidden series is 2p, bound by only $R/4$.) Constant prefactors are dropped, and so is the slowly varying factor that depends on the photon energy itself. The theorems below show that the absorption $F(E)$ increases strictly, starts from the finite height $2\pi R^{3/2}$, and at high energy exceeds $E^{3/2}$ by an amount that grows as $\pi\sqrt R\,E$.

```lean
import Mathlib

open Real Filter Topology

namespace ForbiddenElliott

noncomputable section
```

## Three factors of the absorption

Without attraction, the transition matrix element is linear in the wave number $k$. Its square contributes a factor $E$ and the density of states a factor $\sqrt E$, which gives $E^{3/2}$. The attraction multiplies this by two Coulomb factors. The first is the Sommerfeld factor

$$S=\frac{x}{1-e^{-x}},\qquad x=2\pi\sqrt{R/E}.$$

```lean
/-- The Sommerfeld factor `x / (1 - exp (-x))` with `x = 2π√(R/E)`, for exciton Rydberg `R > 0`
and energy `E > 0` above the gap. -/
def sommerfeld (R E : ℝ) : ℝ :=
  2 * π * √(R / E) / (1 - Real.exp (-(2 * π * √(R / E))))
```

The second, $1+R/E$, belongs to the p-wave. Some texts call the product of both factors the Sommerfeld factor; here `sommerfeld` means $S$ alone. The model is

$$F(E)=E^{3/2}\left(1+\frac RE\right)S.$$

```lean
/-- Dipole-forbidden continuum absorption for `R > 0` and `E > 0`: the free onset `E^(3/2)` times
the p-wave factor `1 + R/E` times the Sommerfeld factor. -/
def absorption (R E : ℝ) : ℝ :=
  E ^ (3 / 2 : ℝ) * (1 + R / E) * sommerfeld R E
```

In Lean, `absorption R E` is $F(E)$, with `R` and `E` real numbers whose positivity enters as hypotheses. That a real crystal follows this formula is assumed: it requires a three-dimensional isotropic effective-mass exciton with a matrix element linear in $k$. For such a crystal, "high energy" means $E\gg R$ with $E$ still close enough to the gap for the effective-mass bands to hold and for the dropped photon-energy factor to be nearly constant. The discrete lines below the gap and broadening are left out. In a full spectrum the step is therefore not seen as a jump from zero: the lines crowd together towards the gap and, once broadened, merge into the continuum.

## The closed form

For $E>0$ the power splits as $E^{3/2}=E\sqrt E$.

```lean
lemma rpow_three_halves {E : ℝ} (hE : 0 < E) : E ^ (3 / 2 : ℝ) = E * √E := by
  rw [show (3 / 2 : ℝ) = 1 + 1 / 2 by norm_num, Real.rpow_add hE, Real.rpow_one,
    Real.sqrt_eq_rpow]
```

The square roots combine as $\sqrt E\,\sqrt{R/E}=\sqrt R$.

```lean
lemma sqrt_mul_sqrt_ratio (R : ℝ) {E : ℝ} (hE : 0 < E) : √E * √(R / E) = √R := by
  rw [← Real.sqrt_mul hE.le, mul_div_assoc', mul_div_cancel_left₀ R hE.ne']
```

With $E(1+R/E)=E+R$, the three factors become

$$F(E)=\frac{2\pi\sqrt R\,(E+R)}{1-e^{-x}}.$$

Since $x>0$, we have $e^{-x}<1$, and the denominator is positive.

```lean
/-- For `R > 0` and `E > 0` the forbidden absorption is
`2π√R (E + R) / (1 - exp (-2π√(R/E)))`, with a positive denominator. -/
theorem absorption_closed_form {R E : ℝ} (hR : 0 < R) (hE : 0 < E) :
    0 < 1 - Real.exp (-(2 * π * √(R / E))) ∧
    absorption R E = 2 * π * √R * (E + R) / (1 - Real.exp (-(2 * π * √(R / E)))) := by
  constructor
  · have hx : 0 < 2 * π * √(R / E) := by positivity
    exact sub_pos.2 (Real.exp_lt_one_iff.2 (neg_lt_zero.2 hx))
  · have key := sqrt_mul_sqrt_ratio R hE
    have h2 : E * (1 + R / E) = E + R := by
      rw [mul_add, mul_one, mul_div_assoc', mul_div_cancel_left₀ R hE.ne']
    unfold absorption sommerfeld
    rw [rpow_three_halves hE]
    generalize 1 - Real.exp (-(2 * π * √(R / E))) = D
    calc E * √E * (1 + R / E) * (2 * π * √(R / E) / D)
        = (E * (1 + R / E)) * (√E * √(R / E)) * (2 * π) / D := by ring
      _ = 2 * π * √R * (E + R) / D := by rw [h2, key]; ring
```

## Bounds at every energy

For $x>0$,

$$\frac1x+\frac12<\frac1{1-e^{-x}}\le\frac1x+\frac12+\frac x4.$$

After clearing denominators, the lower bound reads $2<g(x)$ with $g(t)=(2+t)e^{-t}+t$. It holds because $g(0)=2$ and $g'(t)=1-(1+t)e^{-t}>0$ for $t>0$.

For the upper bound, put $q=1+x+x^2/2\le e^x$, so that $e^{-x}q\le1$. Since $(2-2x+x^2)\,q=2+x^4/2\ge2$, it follows that $2e^{-x}\le2-2x+x^2$. The claim, cleared of denominators, is $e^{-x}(4+2x+x^2)\le4-2x+x^2$. Its left side is $2e^{-x}q+2e^{-x}$, which is at most $2+(2-2x+x^2)$.

```lean
/-- For `x > 0`, the Coulomb denominator obeys
`1/x + 1/2 < 1/(1 - exp (-x)) ≤ 1/x + 1/2 + x/4`. -/
theorem coulomb_denominator_bounds {x : ℝ} (hx : 0 < x) :
    1 / x + 1 / 2 < 1 / (1 - Real.exp (-x)) ∧
    1 / (1 - Real.exp (-x)) ≤ 1 / x + 1 / 2 + x / 4 := by
  have hD : 0 < 1 - Real.exp (-x) := sub_pos.2 (Real.exp_lt_one_iff.2 (neg_lt_zero.2 hx))
  have hinv : ∀ t : ℝ, Real.exp t * Real.exp (-t) = 1 := fun t => by
    rw [← Real.exp_add, add_neg_cancel, Real.exp_zero]
  have hsum : 1 / x + 1 / 2 = (2 + x) / (2 * x) := by
    rw [div_add_div _ _ hx.ne' two_ne_zero]; ring
  constructor
  · -- (2 + t) exp (-t) + t increases from its value 2 at t = 0
    have hmono : StrictMonoOn (fun t : ℝ => (2 + t) * Real.exp (-t) + t) (Set.Ici 0) := by
      refine strictMonoOn_of_deriv_pos (convex_Ici 0) (by fun_prop) (fun t ht => ?_)
      rw [interior_Ici] at ht
      have ht' : 0 < t := ht
      have h1 : HasDerivAt (fun t : ℝ => Real.exp (-t)) (-Real.exp (-t)) t := by
        simpa using (hasDerivAt_id' t).fun_neg.exp
      have hd : HasDerivAt (fun t : ℝ => (2 + t) * Real.exp (-t) + t)
          (1 - (1 + t) * Real.exp (-t)) t :=
        ((((hasDerivAt_id' t).const_add 2).fun_mul h1).fun_add
          (hasDerivAt_id' t)).congr_deriv (by ring)
      rw [hd.deriv]
      nlinarith [mul_pos (sub_pos.2 (Real.add_one_lt_exp ht'.ne')) (Real.exp_pos (-t)), hinv t]
    have h : (2 + (0 : ℝ)) * Real.exp (-0) + 0 < (2 + x) * Real.exp (-x) + x :=
      hmono (Set.mem_Ici.2 le_rfl) (Set.mem_Ici.2 hx.le) hx
    rw [neg_zero, Real.exp_zero] at h
    rw [hsum, div_lt_div_iff₀ (by positivity) hD]
    nlinarith [h]
  · -- exp x dominates its quadratic Taylor polynomial
    have h1 : Real.exp (-x) * (1 + x + x ^ 2 / 2) ≤ 1 := by
      nlinarith [mul_nonneg (sub_nonneg.2 (Real.quadratic_le_exp_of_nonneg hx.le))
        (Real.exp_pos (-x)).le, hinv x]
    have hq : 0 < 1 + x + x ^ 2 / 2 := by positivity
    have h2 : 2 * Real.exp (-x) ≤ 2 - 2 * x + x ^ 2 :=
      le_of_mul_le_mul_right (by nlinarith [h1, sq_nonneg (x ^ 2)]) hq
    have hsum' : 1 / x + 1 / 2 + x / 4 = (4 + 2 * x + x ^ 2) / (4 * x) := by
      rw [hsum, div_add_div _ _ (by positivity) (by norm_num),
        div_eq_div_iff (by positivity) (by positivity)]
      ring
    rw [hsum', div_le_div_iff₀ hD (by positivity)]
    nlinarith [h1, h2]
```

Here `strictMonoOn_of_deriv_pos` turns the sign of $g'$ into monotonicity, and `nlinarith` closes the polynomial inequalities.

Now multiply by $2\pi\sqrt R\,(E+R)$. Since $2\pi\sqrt R/x=\sqrt E$ and $2\pi\sqrt R\,x/4=\pi^2R/\sqrt E$,

$$(E+R)(\sqrt E+\pi\sqrt R)<F(E)\le(E+R)\left(\sqrt E+\pi\sqrt R+\frac{\pi^2R}{\sqrt E}\right).$$

```lean
/-- For `R > 0` and `E > 0` the forbidden absorption lies above `(E + R)(√E + π√R)`, by at most
`(E + R) π²R/√E`. -/
theorem absorption_bounds {R E : ℝ} (hR : 0 < R) (hE : 0 < E) :
    (E + R) * (√E + π * √R) < absorption R E ∧
    absorption R E ≤ (E + R) * (√E + π * √R + π ^ 2 * R / √E) := by
  have hs : 0 < √E := Real.sqrt_pos.2 hE
  have hu : 0 < √(R / E) := Real.sqrt_pos.2 (div_pos hR hE)
  have key := sqrt_mul_sqrt_ratio R hE
  have hx : 0 < 2 * π * √(R / E) := by positivity
  have hc : 0 < 2 * π * √R * (E + R) := by positivity
  have e1 : 2 * π * √R * (1 / (2 * π * √(R / E))) = √E := by
    rw [mul_one_div, div_eq_iff hx.ne']
    linear_combination -(2 * π) * key
  have e2 : 2 * π * √R * (2 * π * √(R / E) / 4) = π ^ 2 * R / √E := by
    rw [eq_div_iff hs.ne']
    linear_combination π ^ 2 * √R * key + π ^ 2 * Real.mul_self_sqrt hR.le
  obtain ⟨lo, hi⟩ := coulomb_denominator_bounds hx
  rw [(absorption_closed_form hR hE).2, ← mul_one_div (2 * π * √R * (E + R))]
  constructor
  · refine lt_of_eq_of_lt ?_ (mul_lt_mul_of_pos_left lo hc)
    linear_combination -(E + R) * e1
  · refine (mul_le_mul_of_nonneg_left hi hc.le).trans_eq ?_
    linear_combination (E + R) * e1 + (E + R) * e2
```

## The step and the rise above it

The denominator lies between 0 and 1, so $F(E)>2\pi\sqrt R\,(E+R)>2\pi R^{3/2}$.

```lean
/-- For `R > 0` the forbidden absorption exceeds `2πR^(3/2)` at every energy `E > 0`. -/
theorem absorption_above_step {R E : ℝ} (hR : 0 < R) (hE : 0 < E) :
    2 * π * R ^ (3 / 2 : ℝ) < absorption R E := by
  obtain ⟨hD, hF⟩ := absorption_closed_form hR hE
  have hr : 0 < √R := Real.sqrt_pos.2 hR
  have hA : 0 < 2 * π * (R * √R) := by positivity
  have hB : 0 < 2 * π * √R * E := by positivity
  rw [hF, rpow_three_halves hR, lt_div_iff₀ hD]
  nlinarith [mul_pos hA (Real.exp_pos (-(2 * π * √(R / E))))]
```

If $0<a<b$, then $x$ is smaller at $b$ than at $a$, and so is $1-e^{-x}$. The numerator $2\pi\sqrt R\,(E+R)$ is larger at $b$. Hence $F(a)<F(b)$.

```lean
/-- For `R > 0` the forbidden absorption increases strictly with energy on `E > 0`. -/
theorem absorption_strictMono {R : ℝ} (hR : 0 < R) :
    StrictMonoOn (absorption R) (Set.Ioi 0) := by
  intro a ha b hb hab
  have ha' : 0 < a := ha
  have hb' : 0 < b := hb
  obtain ⟨hDa, hFa⟩ := absorption_closed_form hR ha'
  obtain ⟨hDb, hFb⟩ := absorption_closed_form hR hb'
  have hq : √(R / b) < √(R / a) :=
    Real.sqrt_lt_sqrt (by positivity) (div_lt_div_of_pos_left hR ha' hab)
  have he : Real.exp (-(2 * π * √(R / a))) < Real.exp (-(2 * π * √(R / b))) :=
    Real.exp_lt_exp.2 (neg_lt_neg (mul_lt_mul_of_pos_left hq (by positivity)))
  have hr : 0 < 2 * π * √R := by positivity
  -- the numerator grows and the denominator shrinks
  rw [hFa, hFb, div_lt_div_iff₀ hDa hDb]
  exact mul_lt_mul'' (mul_lt_mul_of_pos_left (by linarith) hr) (by linarith)
    (by positivity) hDb.le
```

## The two ends of the continuum

As $E$ decreases to 0, $x\to\infty$ and $e^{-x}\to0$, so $F(E)\to2\pi\sqrt R\cdot R=2\pi R^{3/2}$.

At high energy, set $w=1/\sqrt E$. Subtracting $E^{3/2}$ from the bounds and dividing by $E$ gives

$$\pi\sqrt R+Rw+\pi R^{3/2}w^2<\frac{F(E)-E^{3/2}}E,$$

and the same expression plus $\pi^2Rw(1+Rw^2)$ is an upper bound. Both sides tend to $\pi\sqrt R$ as $w\to0$.

```lean
/-- For `R > 0` the forbidden absorption is strictly increasing on `E > 0`, tends to `2πR^(3/2)`
as `E` decreases to `0`, and its excess over `E^(3/2)`, divided by `E`, tends to `π√R` as `E`
tends to infinity. -/
theorem forbidden_edge {R : ℝ} (hR : 0 < R) :
    StrictMonoOn (absorption R) (Set.Ioi 0) ∧
    Tendsto (absorption R) (𝓝[>] 0) (𝓝 (2 * π * R ^ (3 / 2 : ℝ))) ∧
    Tendsto (fun E => (absorption R E - E ^ (3 / 2 : ℝ)) / E) atTop (𝓝 (π * √R)) := by
  refine ⟨absorption_strictMono hR, ?_, ?_⟩
  · -- at the edge the Coulomb exponent diverges
    have hdiv : Tendsto (fun E : ℝ => R / E) (𝓝[>] 0) atTop := by
      simpa only [div_eq_mul_inv] using tendsto_inv_nhdsGT_zero.const_mul_atTop hR
    have hx : Tendsto (fun E : ℝ => 2 * π * √(R / E)) (𝓝[>] 0) atTop :=
      (Real.tendsto_sqrt_atTop.comp hdiv).const_mul_atTop (by positivity)
    have hexp : Tendsto (fun E : ℝ => Real.exp (-(2 * π * √(R / E)))) (𝓝[>] 0) (𝓝 0) :=
      Real.tendsto_exp_neg_atTop_nhds_zero.comp hx
    have hc : Continuous (fun E : ℝ => 2 * π * √R * (E + R)) := by fun_prop
    have hnum := (hc.tendsto' 0 (2 * π * √R * R) (by simp)).mono_left
      (nhdsWithin_le_nhds (s := Set.Ioi (0 : ℝ)))
    have h := hnum.div (hexp.const_sub 1) (by norm_num)
    have hv : 2 * π * √R * R / (1 - 0) = 2 * π * R ^ (3 / 2 : ℝ) := by
      rw [rpow_three_halves hR]; ring
    rw [hv] at h
    refine h.congr' ?_
    filter_upwards [self_mem_nhdsWithin] with E hE
    exact (absorption_closed_form hR hE).2.symm
  · -- squeeze between two polynomials in 1/√E
    have hw : Tendsto (fun E : ℝ => (√E)⁻¹) atTop (𝓝 0) :=
      tendsto_inv_atTop_zero.comp Real.tendsto_sqrt_atTop
    have c1 : Continuous (fun w : ℝ => π * √R + R * w + π * R * √R * w ^ 2) := by fun_prop
    have c2 : Continuous (fun w : ℝ => π * √R + R * w + π * R * √R * w ^ 2
        + π ^ 2 * R * w * (1 + R * w ^ 2)) := by fun_prop
    have h1 : ∀ E : ℝ, 0 < E → (√E)⁻¹ * E = √E := fun E hE => by
      rw [inv_mul_eq_iff_eq_mul₀ (Real.sqrt_pos.2 hE).ne']
      exact (Real.mul_self_sqrt hE.le).symm
    have h2 : ∀ E : ℝ, 0 < E → (√E)⁻¹ ^ 2 * E = 1 := fun E hE => by
      rw [inv_pow, Real.sq_sqrt hE.le, inv_mul_cancel₀ hE.ne']
    refine tendsto_of_tendsto_of_tendsto_of_le_of_le'
      ((c1.tendsto' 0 (π * √R) (by simp)).comp hw)
      ((c2.tendsto' 0 (π * √R) (by simp)).comp hw) ?_ ?_
    · filter_upwards [eventually_gt_atTop 0] with E hE
      have e : (π * √R + R * (√E)⁻¹ + π * R * √R * (√E)⁻¹ ^ 2) * E
          = (E + R) * (√E + π * √R) - E * √E := by
        linear_combination R * h1 E hE + π * R * √R * h2 E hE
      rw [Function.comp_apply, le_div_iff₀ hE, rpow_three_halves hE, e]
      linarith [(absorption_bounds hR hE).1]
    · filter_upwards [eventually_gt_atTop 0] with E hE
      have e : (π * √R + R * (√E)⁻¹ + π * R * √R * (√E)⁻¹ ^ 2
          + π ^ 2 * R * (√E)⁻¹ * (1 + R * (√E)⁻¹ ^ 2)) * E
          = (E + R) * (√E + π * √R + π ^ 2 * R / √E) - E * √E := by
        rw [div_eq_mul_inv]
        linear_combination R * h1 E hE + π * R * √R * h2 E hE
          + π ^ 2 * R ^ 2 * (√E)⁻¹ * h2 E hE
      rw [Function.comp_apply, div_le_iff₀ hE, rpow_three_halves hE, e]
      linarith [(absorption_bounds hR hE).2]
```

The three parts of `forbidden_edge` are strict increase on `Set.Ioi 0`, the set $E>0$; the limit along `𝓝[>] 0`, in which $E$ approaches 0 from above; and the limit along `atTop`, in which $E\to\infty$. The edge limit says nothing about the value at $E=0$, where Lean's division by zero makes `absorption R 0` equal to 0.

The high-energy limit rests on the squeeze lemma `tendsto_of_tendsto_of_tendsto_of_le_of_le'`. The prime marks the version whose inequalities need to hold only eventually along the filter. This fits the bounds, which are proved for $E>0$: `filter_upwards [eventually_gt_atTop 0]` supplies that positivity, and the outer limits follow from continuity of the polynomials at $w=0$.

## Recovering the free onset

Fix $E>0$ and let $R$ decrease to 0. Both bounds on $F(E)$ tend to $E\sqrt E=E^{3/2}$, and the same squeeze lemma gives the free law.

```lean
/-- At fixed energy `E > 0` the forbidden absorption tends to `E^(3/2)` as the exciton Rydberg
decreases to `0`. -/
theorem free_limit {E : ℝ} (hE : 0 < E) :
    Tendsto (fun R => absorption R E) (𝓝[>] 0) (𝓝 (E ^ (3 / 2 : ℝ))) := by
  rw [rpow_three_halves hE]
  have c1 : Continuous (fun R : ℝ => (E + R) * (√E + π * √R)) := by fun_prop
  have c2 : Continuous (fun R : ℝ => (E + R) * (√E + π * √R + π ^ 2 * R / √E)) := by
    simp only [div_eq_mul_inv]
    fun_prop
  refine tendsto_of_tendsto_of_tendsto_of_le_of_le'
    ((c1.tendsto' 0 (E * √E) (by simp)).mono_left nhdsWithin_le_nhds)
    ((c2.tendsto' 0 (E * √E) (by simp)).mono_left nhdsWithin_le_nhds) ?_ ?_
  · filter_upwards [self_mem_nhdsWithin] with R hR
    exact (absorption_bounds hR hE).1.le
  · filter_upwards [self_mem_nhdsWithin] with R hR
    exact (absorption_bounds hR hE).2

end

end ForbiddenElliott
```

The two limits describe different regimes: for fixed $R>0$ the edge keeps its step, however small $R$ is, while at a fixed energy the step's influence fades with $R$. For a crystal that meets the assumptions above, $F$ gives a reference shape for the near-gap continuum of a computed Bethe–Salpeter spectrum.

## The same model in exciton units

A dimensionless formulation would use $\varepsilon=E/R$ and the single function

$$f(\varepsilon)=\frac{2\pi(\varepsilon+1)}{1-e^{-2\pi/\sqrt\varepsilon}},\qquad F(E)=R^{3/2}f(E/R).$$

The step height would become the pure number $2\pi$, and the high-energy limit $\pi$. The free limit would then follow from the high-energy one, since $R\to0$ at fixed $E$ means $\varepsilon\to\infty$. Keeping $R$ explicit leaves the energy scale visible in each statement and lets the attraction be switched off directly.

```lean
#print axioms ForbiddenElliott.absorption_above_step
#print axioms ForbiddenElliott.forbidden_edge
#print axioms ForbiddenElliott.free_limit
```

```
'ForbiddenElliott.absorption_above_step' depends on axioms: [propext, Classical.choice, Quot.sound]
'ForbiddenElliott.forbidden_edge' depends on axioms: [propext, Classical.choice, Quot.sound]
'ForbiddenElliott.free_limit' depends on axioms: [propext, Classical.choice, Quot.sound]
```
